# Among unitary rotations W, the gauge VU† alone maximises Re tr(MW) for an invertible overlap matrix M = UΣV†

Let $M=U\Sigma V^\dagger$ be a complex $n\times n$ overlap matrix, with $U,V$ unitary and $\Sigma$ diagonal with positive entries $\sigma_i$. Among all unitary $W$, exactly one maximises $\mathrm{Re}\,\mathrm{tr}(MW)$, namely $W=VU^\dagger$. The maximum is the sum of the singular values, and at this gauge the rotated overlap matrix is Hermitian positive definite.

## States at k and k+q with unrelated phases

Separate diagonalisations at $k$ and $k+q$ return cell-periodic parts $u_i$ and $v_j$ of the Bloch states with unrelated phases and, within a degenerate level, unrelated mixing. The difference $v_j-u_j$ then need not tend to zero with $q$, so a finite difference calls for a consistent gauge at the two points. Aligning the second set with the first is one way to obtain it. The result supplies such an alignment for a finite group of single-particle states with equally many members at both points and a nonsingular overlap. The rotation may mix all members of the group, so the aligned states are in general not eigenstates at $k+q$ when their energies differ. For an isolated group of orthonormal states with the plain overlap, the aligned difference divided by $q$ has no component inside the group as $q\to0$. It therefore serves for optical matrix elements with states outside the group, not for those between its members.

In Lean, `n` is a finite index type for the states, `H` a complex inner product space, and `inner ℂ` is conjugate-linear in its first argument. The linear operator `T` is the identity for the plain overlap of cell-periodic parts. It can contain the phase factor $e^{-iq\cdot r}$, if full Bloch functions are used instead, and the augmentation of the projector augmented-wave (PAW) method. It is taken as given: identifying it with the operator of an actual PAW calculation is left to the user.

```lean
import Mathlib

open Matrix
open scoped ComplexOrder

namespace ParallelGauge

variable {n : Type*} [Fintype n] [DecidableEq n]

/-- Overlap matrix `⟨u_i | T v_j⟩` between two sets of states, with a linear operator `T`
that may contain the phase factor and the PAW augmentation. -/
noncomputable def overlapMatrix {n H : Type*} [NormedAddCommGroup H] [InnerProductSpace ℂ H]
    (T : H →ₗ[ℂ] H) (u v : n → H) : Matrix n n ℂ :=
  Matrix.of fun i j => inner ℂ (u i) (T (v j))
```

The function `σ : n → ℝ` lists the singular values in any order, and `ᴴ` is the dagger. The theorems from (e) on, apart from (g), take the decomposition of $M$ as the hypothesis `hM`. They hold for any such matrix, so the states need not be orthonormal.

```lean
/-- The matrix `U Σ V†` built from real numbers `σ` on the diagonal of `Σ`. -/
def svdMatrix (U : Matrix n n ℂ) (σ : n → ℝ) (V : Matrix n n ℂ) : Matrix n n ℂ :=
  U * diagonal (fun i => (σ i : ℂ)) * Vᴴ
```

## (a) Mixing the second set of states

Replace each $v_j$ by $\sum_m W_{mj}v_m$. Show that the new overlaps are
$$\Big\langle u_i\Big|T\sum_m W_{mj}v_m\Big\rangle=(MW)_{ij},\qquad M_{ij}=\langle u_i|Tv_j\rangle .$$

By linearity of $T$ and of the second slot, the left side is $\sum_m W_{mj}\langle u_i|Tv_m\rangle=\sum_m M_{im}W_{mj}$. Lean expands the same sum entry by entry, for any matrix $W$.

```lean
omit [DecidableEq n] in
/-- Mixing the second set of states by a matrix `W` multiplies the overlap matrix by `W`
from the right. -/
theorem overlapMatrix_rotate {H : Type*} [NormedAddCommGroup H] [InnerProductSpace ℂ H]
    (T : H →ₗ[ℂ] H) (u v : n → H) (W : Matrix n n ℂ) :
    overlapMatrix T u (fun j => ∑ m, W m j • v m) = overlapMatrix T u v * W := by
  ext i j
  simp [overlapMatrix, Matrix.mul_apply, map_sum, mul_comm]
```

## (b) The norm of a row

For a square matrix $A$, show that
$$\sum_j|A_{ij}|^2=\mathrm{Re}\,(AA^\dagger)_{ii}.$$

The diagonal entry is $\sum_jA_{ij}\overline{A_{ij}}$, which is the sum of squared moduli. In Lean, `Complex.normSq` is the squared modulus.

```lean
omit [DecidableEq n] in
/-- The squared norm of a row of `A` is the corresponding diagonal entry of `A A†`. -/
theorem row_normSq (A : Matrix n n ℂ) (i : n) :
    ∑ j, Complex.normSq (A i j) = ((A * Aᴴ) i i).re := by
  rw [Matrix.mul_apply, Complex.re_sum]
  refine Finset.sum_congr rfl fun j _ => ?_
  simp [Matrix.conjTranspose_apply, Complex.normSq_apply]
```

## (c) The gauge seen in the singular bases

Put $Z=V^\dagger WU$ with $U,V,W$ unitary. Show that
$$ZZ^\dagger=1.$$

Cancel from the inside outwards: $V^\dagger W(UU^\dagger)W^\dagger V=V^\dagger(WW^\dagger)V=V^\dagger V=1$. The `calc` block does the same.

```lean
/-- For unitary `U`, `V`, `W`, the gauge matrix `V† W U` in the singular bases is unitary. -/
theorem relative_unitary {U V W : Matrix n n ℂ} (hU : U ∈ unitaryGroup n ℂ)
    (hV : V ∈ unitaryGroup n ℂ) (hW : W ∈ unitaryGroup n ℂ) :
    (Vᴴ * W * U) * (Vᴴ * W * U)ᴴ = 1 := by
  have hU2 : U * Uᴴ = 1 := mem_unitaryGroup_iff.mp hU
  have hW2 : W * Wᴴ = 1 := mem_unitaryGroup_iff.mp hW
  have hV1 : Vᴴ * V = 1 := mem_unitaryGroup_iff'.mp hV
  calc (Vᴴ * W * U) * (Vᴴ * W * U)ᴴ = Vᴴ * (W * (U * Uᴴ) * Wᴴ) * V := by
        simp only [conjTranspose_mul, conjTranspose_conjTranspose, Matrix.mul_assoc]
    _ = 1 := by rw [hU2, Matrix.mul_one, hW2, Matrix.mul_one, hV1]
```

## (d) Moving U around the trace

Show that
$$\mathrm{tr}(MW)=\mathrm{tr}(\Sigma Z).$$

Cyclicity gives $\mathrm{tr}(U\Sigma V^\dagger W)=\mathrm{tr}(\Sigma V^\dagger WU)$. Unitarity is not used.

```lean
/-- The trace of `U Σ V† W` is the trace of `Σ (V† W U)`, for any matrices `U`, `V`, `W` and real
diagonal `Σ`. -/
theorem trace_overlap (U V W : Matrix n n ℂ) (σ : n → ℝ) :
    trace (svdMatrix U σ V * W) =
      trace (diagonal (fun i => (σ i : ℂ)) * (Vᴴ * W * U)) := by
  have h : svdMatrix U σ V * W = U * (diagonal (fun i => (σ i : ℂ)) * (Vᴴ * W)) := by
    simp only [svdMatrix, Matrix.mul_assoc]
  rw [h, Matrix.trace_mul_comm, Matrix.mul_assoc]
```

## (e) The exact deficit

Find by how much a unitary $W$ falls short of $\mathrm{tr}\,\Sigma$:
$$\mathrm{tr}\,\Sigma-\mathrm{Re}\,\mathrm{tr}(MW)=\tfrac12\sum_i\sigma_i\sum_j|(Z-1)_{ij}|^2 .$$

By (c), $(Z-1)(Z-1)^\dagger=ZZ^\dagger-Z-Z^\dagger+1=2-Z-Z^\dagger$. Its diagonal entries, read with (b), give
$$\sum_j|(Z-1)_{ij}|^2=2-2\,\mathrm{Re}\,Z_{ii}.$$
By (d), $\mathrm{Re}\,\mathrm{tr}(MW)=\sum_i\sigma_i\,\mathrm{Re}\,Z_{ii}$, so the deficit is $\sum_i\sigma_i(1-\mathrm{Re}\,Z_{ii})$. Substituting the row identity finishes the calculation.

In the proof, `hrow` is the row identity and `ht` the trace formula. The identity holds for real $\sigma_i$ of either sign.

```lean
/-- For `M = U Σ V†` with `Σ` real diagonal and `U`, `V`, `W` unitary, the amount by which
`Re tr(M W)` falls short of `tr Σ` is half the squared distance of `V† W U` from the identity, row
`i` being weighted by `σ i`. -/
theorem gauge_deficit {M U V W : Matrix n n ℂ} {σ : n → ℝ} (hM : M = svdMatrix U σ V)
    (hU : U ∈ unitaryGroup n ℂ) (hV : V ∈ unitaryGroup n ℂ) (hW : W ∈ unitaryGroup n ℂ) :
    ∑ i, σ i - (trace (M * W)).re =
      ∑ i, σ i * ((1 / 2) * ∑ j, Complex.normSq ((Vᴴ * W * U - 1) i j)) := by
  have hZ := relative_unitary hU hV hW
  rw [hM, trace_overlap]
  generalize Vᴴ * W * U = Z at hZ ⊢
  -- by unitarity, the distance of row i of Z from that of the identity depends only on Re Z i i
  have h : (Z - 1) * (Z - 1)ᴴ = 1 - Z - Zᴴ + 1 := by
    rw [conjTranspose_sub, conjTranspose_one, sub_mul, mul_sub, mul_one, one_mul, hZ]
    abel
  have hrow : ∀ i, ∑ j, Complex.normSq ((Z - 1) i j) = 2 - 2 * (Z i i).re := by
    intro i
    rw [row_normSq, h]
    simp only [Matrix.add_apply, Matrix.sub_apply, Matrix.conjTranspose_apply,
      Matrix.one_apply_eq, Complex.add_re, Complex.sub_re, Complex.one_re,
      Complex.star_def, Complex.conj_re]
    ring
  have ht : (trace (diagonal (fun i => (σ i : ℂ)) * Z)).re = ∑ i, σ i * (Z i i).re := by
    simp only [Matrix.trace, Matrix.diag_apply, Matrix.diagonal_mul, Complex.re_sum,
      Complex.re_ofReal_mul]
  rw [ht, ← Finset.sum_sub_distrib]
  refine Finset.sum_congr rfl fun i _ => ?_
  rw [hrow i]
  ring
```

## (f) The bound, its equality case and positivity

With all $\sigma_i>0$, show for every unitary $W$ that
$$\mathrm{Re}\,\mathrm{tr}(MW)\le\mathrm{tr}\,\Sigma,\qquad\text{with equality}\iff W=VU^\dagger,$$
and that $MVU^\dagger$ is positive definite.

Every term of the deficit is nonnegative, which gives the bound. If the deficit vanishes, each term does; since $\sigma_i>0$, every entry of $Z-1$ is zero, and $W=VZU^\dagger=VU^\dagger$. Conversely, $W=VU^\dagger$ gives $Z=1$ and zero deficit. Were some $\sigma_i$ zero, a phase in $Z_{ii}$ would cost nothing and uniqueness would fail.

At the optimum $MVU^\dagger=U\Sigma U^\dagger$, which is Hermitian. For $x\ne0$, $x^\dagger U\Sigma U^\dagger x=\sum_i\sigma_i|(U^\dagger x)_i|^2>0$, because $U^\dagger x\neq0$.

Lean's `PosDef` includes Hermiticity. The last lines obtain it from the positive diagonal matrix, using that multiplication by $U$ is injective.

```lean
/-- Optimal parallel gauge: for `M = U Σ V†` with `U`, `V` unitary and `Σ` positive, every
unitary `W` has `Re tr(M W) ≤ tr Σ`, with equality exactly at `W = V U†`, and `M V U†` is
Hermitian positive definite. -/
theorem parallel_gauge_optimal {M U V : Matrix n n ℂ} {σ : n → ℝ} (hM : M = svdMatrix U σ V)
    (hU : U ∈ unitaryGroup n ℂ) (hV : V ∈ unitaryGroup n ℂ) (hσ : ∀ i, 0 < σ i) :
    (∀ W ∈ unitaryGroup n ℂ, (trace (M * W)).re ≤ ∑ i, σ i ∧
      ((trace (M * W)).re = ∑ i, σ i ↔ W = V * Uᴴ)) ∧ (M * (V * Uᴴ)).PosDef := by
  have hU1 : Uᴴ * U = 1 := mem_unitaryGroup_iff'.mp hU
  have hU2 : U * Uᴴ = 1 := mem_unitaryGroup_iff.mp hU
  have hV1 : Vᴴ * V = 1 := mem_unitaryGroup_iff'.mp hV
  have hV2 : V * Vᴴ = 1 := mem_unitaryGroup_iff.mp hV
  refine ⟨fun W hW => ?_, ?_⟩
  · have hd := gauge_deficit hM hU hV hW
    have hr : ∀ i, 0 ≤ ∑ j, Complex.normSq ((Vᴴ * W * U - 1) i j) :=
      fun i => Finset.sum_nonneg fun j _ => Complex.normSq_nonneg _
    have hnn : ∀ i ∈ Finset.univ,
        0 ≤ σ i * ((1 / 2) * ∑ j, Complex.normSq ((Vᴴ * W * U - 1) i j)) :=
      fun i _ => mul_nonneg (hσ i).le (mul_nonneg (by norm_num) (hr i))
    refine ⟨by linarith [Finset.sum_nonneg hnn], fun he => ?_, fun he => ?_⟩
    · -- a vanishing deficit forces V† W U = 1
      rw [he, sub_self] at hd
      have hz := (Finset.sum_eq_zero_iff_of_nonneg hnn).mp hd.symm
      have hZ : Vᴴ * W * U = 1 := by
        ext i j
        have h1 := (mul_eq_zero.mp (hz i (Finset.mem_univ i))).resolve_left (hσ i).ne'
        have h2 : ∑ j, Complex.normSq ((Vᴴ * W * U - 1) i j) = 0 := by linarith
        have h3 := (Finset.sum_eq_zero_iff_of_nonneg
          (fun j _ => Complex.normSq_nonneg _)).mp h2 j (Finset.mem_univ j)
        exact sub_eq_zero.mp (Complex.normSq_eq_zero.mp h3)
      calc W = (V * Vᴴ) * W * (U * Uᴴ) := by rw [hV2, hU2, one_mul, mul_one]
        _ = V * (Vᴴ * W * U) * Uᴴ := by simp only [Matrix.mul_assoc]
        _ = V * Uᴴ := by rw [hZ, mul_one]
    · have hZ : Vᴴ * W * U = 1 := by
        calc Vᴴ * W * U = (Vᴴ * V) * (Uᴴ * U) := by rw [he]; simp only [Matrix.mul_assoc]
          _ = 1 := by rw [hV1, hU1, one_mul]
      rw [hZ] at hd
      simp only [sub_self, Matrix.zero_apply, map_zero, Finset.sum_const_zero,
        mul_zero] at hd
      linarith
  · have he : M * (V * Uᴴ) = U * diagonal (fun i => (σ i : ℂ)) * Uᴴ := by
      rw [hM, svdMatrix, Matrix.mul_assoc, ← Matrix.mul_assoc Vᴴ, hV1, Matrix.one_mul]
    rw [he]
    refine (PosDef.diagonal fun i => by exact_mod_cast hσ i).mul_mul_conjTranspose_same ?_
    intro x y h
    have h' : x ᵥ* U = y ᵥ* U := h
    have h2 := congrArg (fun z => z ᵥ* Uᴴ) h'
    simpa only [Matrix.vecMul_vecMul, hU2, Matrix.vecMul_one] using h2
```

## (g) The positive root of Σ²

Let $P$ be positive semidefinite and all $\sigma_i>0$. Show that
$$P^2=\Sigma^2\implies P=\Sigma .$$

Put $D=P-\Sigma$. Then $PD=\Sigma^2-P\Sigma=-D\Sigma$, so column $d_j$ of $D$ obeys $Pd_j=-\sigma_jd_j$. Hence $0\le d_j^\dagger Pd_j=-\sigma_j\|d_j\|^2$, which forces $d_j=0$.

In Lean, `hPD` is the matrix identity, `hd` the column equation and `h1` the inequality.

```lean
/-- A positive semidefinite matrix whose square is `Σ²`, with `Σ` diagonal and positive,
equals `Σ`. -/
theorem positive_root_unique {P : Matrix n n ℂ} {σ : n → ℝ} (hP : P.PosSemidef)
    (hσ : ∀ i, 0 < σ i)
    (hPP : P * P = diagonal (fun i => (σ i : ℂ)) * diagonal (fun i => (σ i : ℂ))) :
    P = diagonal (fun i => (σ i : ℂ)) := by
  have hPD : P * (P - diagonal (fun i => (σ i : ℂ))) =
      -((P - diagonal (fun i => (σ i : ℂ))) * diagonal (fun i => (σ i : ℂ))) := by
    rw [mul_sub, hPP, sub_mul]
    abel
  apply sub_eq_zero.mp
  generalize P - diagonal (fun i => (σ i : ℂ)) = D at hPD ⊢
  ext i j
  -- column j of the difference would be an eigenvector of P with eigenvalue -σ j
  have hd : P *ᵥ (fun k => D k j) = (-(σ j : ℂ)) • (fun k => D k j) := by
    ext k
    have h := congrFun (congrFun hPD k) j
    rw [Matrix.neg_apply, Matrix.mul_diagonal] at h
    change (P * D) k j = -(σ j : ℂ) * D k j
    rw [h]
    ring
  have hn : star (fun k => D k j) ⬝ᵥ (fun k => D k j) =
      ((∑ k, Complex.normSq (D k j) : ℝ) : ℂ) := by
    rw [Complex.ofReal_sum]
    refine Finset.sum_congr rfl fun k _ => ?_
    rw [Complex.normSq_eq_conj_mul_self]
    rfl
  have h0 := hP.dotProduct_mulVec_nonneg (fun k => D k j)
  rw [hd, dotProduct_smul, smul_eq_mul, hn] at h0
  have h1 : 0 ≤ -σ j * ∑ k, Complex.normSq (D k j) := by exact_mod_cast h0
  have h2 : Complex.normSq (D i j) ≤ ∑ k, Complex.normSq (D k j) :=
    Finset.single_le_sum (f := fun k => Complex.normSq (D k j))
      (fun k _ => Complex.normSq_nonneg _) (Finset.mem_univ i)
  have h3 : Complex.normSq (D i j) = 0 := by
    nlinarith [hσ j, Complex.normSq_nonneg (D i j), mul_le_mul_of_nonneg_left h2 (hσ j).le]
  exact Complex.normSq_eq_zero.mp h3
```

## (h) Positivity identifies the gauge

With all $\sigma_i>0$ and $W$ unitary, show that
$$MW\ \text{positive semidefinite}\implies W=VU^\dagger .$$

The matrix $Q=U^\dagger(MW)U=\Sigma Z$ is also positive semidefinite, hence Hermitian. Thus $Q^2=QQ^\dagger=\Sigma ZZ^\dagger\Sigma=\Sigma^2$, and (g) gives $Q=\Sigma$. Then $\mathrm{tr}(MW)=\mathrm{tr}\,Q=\mathrm{tr}\,\Sigma$, and the equality case of (f) identifies $W$. Here `he` is the formula for $Q$ and `hroot` the conclusion $Q=\Sigma$.

```lean
/-- Converse: for `M = U Σ V†` with `U`, `V` unitary and `Σ` positive, a unitary `W` that
makes `M W` positive semidefinite is `V U†`. -/
theorem gauge_of_posSemidef {M U V W : Matrix n n ℂ} {σ : n → ℝ} (hM : M = svdMatrix U σ V)
    (hU : U ∈ unitaryGroup n ℂ) (hV : V ∈ unitaryGroup n ℂ) (hσ : ∀ i, 0 < σ i)
    (hW : W ∈ unitaryGroup n ℂ) (hP : (M * W).PosSemidef) : W = V * Uᴴ := by
  have hU1 : Uᴴ * U = 1 := mem_unitaryGroup_iff'.mp hU
  have hZ := relative_unitary hU hV hW
  have hQ := hP.conjTranspose_mul_mul_same U
  have he : Uᴴ * (M * W) * U = diagonal (fun i => (σ i : ℂ)) * (Vᴴ * W * U) := by
    calc Uᴴ * (M * W) * U = (Uᴴ * U) * (diagonal (fun i => (σ i : ℂ)) * (Vᴴ * W * U)) := by
          rw [hM, svdMatrix]; simp only [Matrix.mul_assoc]
      _ = _ := by rw [hU1, one_mul]
  rw [he] at hQ
  have hS : (diagonal (fun i => (σ i : ℂ)))ᴴ = diagonal (fun i => (σ i : ℂ)) := by
    rw [diagonal_conjTranspose]
    congr 1
    ext i
    exact Complex.conj_ofReal (σ i)
  have hroot := positive_root_unique hQ hσ (by
    nth_rewrite 2 [← hQ.isHermitian.eq]
    rw [conjTranspose_mul, hS, Matrix.mul_assoc, ← Matrix.mul_assoc (Vᴴ * W * U), hZ,
      Matrix.one_mul])
  -- the trace then reaches its upper bound
  refine (((parallel_gauge_optimal hM hU hV hσ).1 W hW).2).mp ?_
  rw [hM, trace_overlap, hroot, trace_diagonal, Complex.re_sum]
  simp only [Complex.ofReal_re]
```

## (i) The rotated overlap closest to the identity

With all $\sigma_i>0$ and $\|A\|_F^2=\sum_{ij}|A_{ij}|^2$, show for every unitary $W\ne VU^\dagger$ that
$$\|MVU^\dagger-1\|_F^2<\|MW-1\|_F^2 .$$

For unitary $X$, $(MX)(MX)^\dagger=MM^\dagger$. Expanding $(MX-1)(MX-1)^\dagger$ and taking the trace gives
$$\|MX-1\|_F^2=\mathrm{tr}(MM^\dagger)+n-2\,\mathrm{Re}\,\mathrm{tr}(MX).$$
Only the last term depends on $X$, and by (f) it is strictly best at $X=VU^\dagger$. This expansion is `key` in the proof, where the number $n$ appears as the trace of the identity.

```lean
/-- For `M = U Σ V†` with `U`, `V` unitary and `Σ` positive, the gauge `V U†` brings the
rotated overlap matrix strictly closer to the identity, in the sum of squared moduli of the
entries, than any other unitary `W`. -/
theorem parallel_gauge_closest {M U V W : Matrix n n ℂ} {σ : n → ℝ}
    (hM : M = svdMatrix U σ V) (hU : U ∈ unitaryGroup n ℂ) (hV : V ∈ unitaryGroup n ℂ)
    (hσ : ∀ i, 0 < σ i) (hW : W ∈ unitaryGroup n ℂ) (hne : W ≠ V * Uᴴ) :
    ∑ i, ∑ j, Complex.normSq ((M * (V * Uᴴ) - 1) i j) <
      ∑ i, ∑ j, Complex.normSq ((M * W - 1) i j) := by
  -- the distance depends on the gauge only through Re tr(M X)
  have key : ∀ X ∈ unitaryGroup n ℂ, ∑ i, ∑ j, Complex.normSq ((M * X - 1) i j) =
      (trace (M * Mᴴ)).re + (trace (1 : Matrix n n ℂ)).re - 2 * (trace (M * X)).re := by
    intro X hX
    have hX2 : X * Xᴴ = 1 := mem_unitaryGroup_iff.mp hX
    have h1 : (M * X) * (M * X)ᴴ = M * Mᴴ := by
      rw [conjTranspose_mul, Matrix.mul_assoc, ← Matrix.mul_assoc X, hX2, Matrix.one_mul]
    have h2 : (M * X - 1) * (M * X - 1)ᴴ = M * Mᴴ - M * X - (M * X)ᴴ + 1 := by
      rw [conjTranspose_sub, conjTranspose_one, sub_mul, mul_sub, mul_one, one_mul, h1]
      abel
    have h3 : ∑ i, ∑ j, Complex.normSq ((M * X - 1) i j) =
        (trace ((M * X - 1) * (M * X - 1)ᴴ)).re := by
      simp only [row_normSq, Matrix.trace, Matrix.diag_apply, Complex.re_sum]
    rw [h3, h2, trace_add, trace_sub, trace_sub, trace_conjTranspose]
    simp only [Complex.add_re, Complex.sub_re, Complex.star_def, Complex.conj_re]
    ring
  have hUs : Uᴴ ∈ unitaryGroup n ℂ := by
    rw [mem_unitaryGroup_iff, star_eq_conjTranspose, conjTranspose_conjTranspose]
    exact mem_unitaryGroup_iff'.mp hU
  have hopt := (parallel_gauge_optimal hM hU hV hσ).1
  have h0 := (hopt _ (mul_mem hV hUs)).2.mpr rfl
  have h1 := lt_of_le_of_ne (hopt W hW).1 fun h => hne ((hopt W hW).2.mp h)
  rw [key _ (mul_mem hV hUs), key W hW]
  linarith

end ParallelGauge
```

```lean
#print axioms ParallelGauge.overlapMatrix_rotate
-- 'ParallelGauge.overlapMatrix_rotate' depends on axioms: [propext, Classical.choice, Quot.sound]
#print axioms ParallelGauge.gauge_of_posSemidef
-- 'ParallelGauge.gauge_of_posSemidef' depends on axioms: [propext, Classical.choice, Quot.sound]
#print axioms ParallelGauge.parallel_gauge_closest
-- 'ParallelGauge.parallel_gauge_closest' depends on axioms: [propext, Classical.choice, Quot.sound]
```
